# Static coupled-perturbed Hartree–Fock response at half the matrix size, for invertible $A\pm B$

A molecule in a weak static electric field acquires an induced dipole moment proportional to the field, and the coefficients of proportionality form its polarizability. In Hartree–Fock theory the field mixes occupied spin orbitals with virtual ones. The changed density alters the mean field, which acts back on the mixing, so all amplitudes have to be found together. With $N$ occupied–virtual pairs there are $N$ excitation and $N$ de-excitation amplitudes, hence $2N$ coupled linear equations. For real orbitals, a static electric field drives both sets with the same vector of dipole matrix elements. Can the problem then be solved with matrices of size $N$?

Let $A$ be the real $N\times N$ matrix that couples excitations to one another; it contains the orbital energy differences. Let $B$ be the real $N\times N$ matrix that couples excitations to de-excitations. The matrix of the full problem is

$$M=\begin{pmatrix}A&B\\B&A\end{pmatrix}.$$

In Lean, `n` is the finite index set of occupied–virtual pairs, with $N$ elements, and `n ⊕ n` is two copies of it.

```lean
import Mathlib

open Matrix

namespace StaticCoupledPerturbedHartreeFock

noncomputable section

variable {n : Type*} [Fintype n] [DecidableEq n]

/-- The orbital Hessian `[[A, B], [B, A]]`, acting on pairs of excitation and de-excitation
amplitudes. -/
def orbitalHessian (A B : Matrix n n ℝ) : Matrix (n ⊕ n) (n ⊕ n) ℝ :=
  fromBlocks A B B A
```

The response of a property $u$ to a perturbation $v$ is $u^TM^{-1}v$, where $u$ and $v$ have $2N$ components. With dipole vectors in both places this is a polarizability component, with a positive sign; the response function $\langle\langle\mu;\mu\rangle\rangle$ of the literature usually carries the opposite sign. Lean assigns the value zero to the inverse of a singular matrix, so the definition has its physical meaning only for invertible $M$.

```lean
/-- The static linear response `uᵀ M⁻¹ v` of the property `u` to the perturbation `v`, where `M`
is the orbital Hessian; its domain is the case of invertible `M`. -/
def linearResponse (A B : Matrix n n ℝ) (u v : n ⊕ n → ℝ) : ℝ :=
  u ⬝ᵥ ((orbitalHessian A B)⁻¹ *ᵥ v)
```

The theorems below treat $A$ and $B$ as given real matrices. That the Hartree–Fock response has this form, with $A$ and $B$ built from orbital energies and two-electron integrals, is physical input.

## (a) The determinant of the orbital Hessian

Show that, for all real $A$ and $B$,

$$\det M=\det(A+B)\,\det(A-B).$$

Add the second block row of $M$ to the first, then subtract the first block column from the second:

$$\begin{pmatrix}1&1\\0&1\end{pmatrix}\begin{pmatrix}A&B\\B&A\end{pmatrix}\begin{pmatrix}1&-1\\0&1\end{pmatrix}
=\begin{pmatrix}A+B&A+B\\B&A\end{pmatrix}\begin{pmatrix}1&-1\\0&1\end{pmatrix}
=\begin{pmatrix}A+B&0\\B&A-B\end{pmatrix}.$$

The outer factors are triangular with unit diagonal and have determinant 1. The result is block triangular, so its determinant is the product of those of its diagonal blocks. $A$ and $B$ need not commute.

In Lean, `key` is this matrix identity, checked block by block with `noncomm_ring`; taking determinants on both sides finishes the proof.

```lean
/-- The determinant of the orbital Hessian is the product of the determinants of `A + B`
and `A - B`. -/
theorem det_orbitalHessian (A B : Matrix n n ℝ) :
    (orbitalHessian A B).det = (A + B).det * (A - B).det := by
  -- add the second block row to the first, then subtract the first block column from the second
  have key : (fromBlocks 1 1 0 1 : Matrix (n ⊕ n) (n ⊕ n) ℝ) * orbitalHessian A B *
      (fromBlocks 1 (-1) 0 1 : Matrix (n ⊕ n) (n ⊕ n) ℝ) =
      fromBlocks (A + B) 0 B (A - B) := by
    simp only [orbitalHessian, fromBlocks_multiply]
    rw [Matrix.fromBlocks_inj]
    refine ⟨?_, ?_, ?_, ?_⟩ <;> noncomm_ring
  have h := congrArg Matrix.det key
  simpa only [det_mul, det_fromBlocks_zero₂₁, det_fromBlocks_zero₁₂, det_one, one_mul,
    mul_one] using h
```

## (b) When the full problem has a unique solution

Show that

$$M\text{ is invertible}\iff A+B\text{ and }A-B\text{ are both invertible}.$$

A real square matrix is invertible exactly when its determinant is nonzero. By (a), $\det M$ is a product of two real numbers, which is nonzero exactly when both factors are.

`IsUnit` is Lean's word for invertible, and the rewriting follows these two sentences. Physically, a singular $A+B$ or $A-B$ means that the Hartree–Fock energy has a direction of zero curvature, for real or for imaginary orbital rotations respectively.

```lean
/-- The orbital Hessian is invertible exactly when both `A + B` and `A - B` are. -/
theorem isUnit_orbitalHessian_iff (A B : Matrix n n ℝ) :
    IsUnit (orbitalHessian A B) ↔ IsUnit (A + B) ∧ IsUnit (A - B) := by
  rw [Matrix.isUnit_iff_isUnit_det, Matrix.isUnit_iff_isUnit_det (A + B),
    Matrix.isUnit_iff_isUnit_det (A - B), det_orbitalHessian, IsUnit.mul_iff]
```

## (c) The inverse, block by block

Let $A+B$ and $A-B$ be invertible, and write $S=(A+B)^{-1}$ and $D=(A-B)^{-1}$. Show that

$$M^{-1}=\begin{pmatrix}P&Q\\Q&P\end{pmatrix},\qquad P=\tfrac12(S+D),\quad Q=\tfrac12(S-D).$$

Multiply $M$ by the proposed inverse. The first block row gives

$$AP+BQ=\tfrac12\big[(A+B)S+(A-B)D\big]=\tfrac12(1+1)=1,$$
$$AQ+BP=\tfrac12\big[(A+B)S-(A-B)D\big]=\tfrac12(1-1)=0.$$

The second block row contains $BP+AQ=0$ and $BQ+AP=1$, the same sums in the other order. For square matrices a right inverse is the inverse.

The steps `h1` and `h2` are the two displayed lines, and `Matrix.inv_eq_right_inv` supplies the last sentence. The statement reuses `orbitalHessian` for the inverse, because it has the same block pattern.

```lean
/-- If `A + B` and `A - B` are invertible, the blocks of the inverse orbital Hessian are the
half-sum and the half-difference of their inverses. -/
theorem inv_orbitalHessian (A B : Matrix n n ℝ) (hp : IsUnit (A + B)) (hm : IsUnit (A - B)) :
    (orbitalHessian A B)⁻¹ =
      orbitalHessian ((1 / 2 : ℝ) • ((A + B)⁻¹ + (A - B)⁻¹))
        ((1 / 2 : ℝ) • ((A + B)⁻¹ - (A - B)⁻¹)) := by
  have hS := Matrix.mul_nonsing_inv _ ((Matrix.isUnit_iff_isUnit_det _).mp hp)
  have hD := Matrix.mul_nonsing_inv _ ((Matrix.isUnit_iff_isUnit_det _).mp hm)
  apply Matrix.inv_eq_right_inv
  generalize (A + B)⁻¹ = S at *
  generalize (A - B)⁻¹ = D at *
  -- the diagonal and off-diagonal blocks of the product
  have h1 : A * ((1 / 2 : ℝ) • (S + D)) + B * ((1 / 2 : ℝ) • (S - D)) = 1 := by
    calc _ = (1 / 2 : ℝ) • ((A + B) * S + (A - B) * D) := by
          simp only [Matrix.mul_smul, mul_add, mul_sub, add_mul, sub_mul]
          module
      _ = 1 := by
          rw [hS, hD]
          module
  have h2 : A * ((1 / 2 : ℝ) • (S - D)) + B * ((1 / 2 : ℝ) • (S + D)) = 0 := by
    calc _ = (1 / 2 : ℝ) • ((A + B) * S - (A - B) * D) := by
          simp only [Matrix.mul_smul, mul_add, mul_sub, add_mul, sub_mul]
          module
      _ = 0 := by rw [hS, hD, sub_self, smul_zero]
  unfold orbitalHessian
  rw [fromBlocks_multiply, ← fromBlocks_one, Matrix.fromBlocks_inj]
  exact ⟨h1, h2, (add_comm _ _).trans h2, (add_comm _ _).trans h1⟩
```

## (d) Sums and differences decouple

Under the same hypotheses, let $u=(f,g)$ and $v=(f',g')$ with $f,g,f',g'\in\mathbb R^N$. Show that

$$u^TM^{-1}v=\tfrac12(f+g)^T(A+B)^{-1}(f'+g')+\tfrac12(f-g)^T(A-B)^{-1}(f'-g').$$

By (c), the two components of $M^{-1}v$ are

$$Pf'+Qg'=\tfrac12\big[S(f'+g')+D(f'-g')\big],$$
$$Qf'+Pg'=\tfrac12\big[S(f'+g')-D(f'-g')\big].$$

Take the dot product of the first with $f$ and of the second with $g$, and add. The $S$ terms collect $f+g$ and the $D$ terms collect $f-g$. With the normalised combinations $(f\pm g)/\sqrt2$, and likewise for the primed vectors, the factors $\tfrac12$ disappear.

`Sum.elim f g` is the stacked vector $(f,g)$, and `hdot` splits its dot product into two. Lean then expands both sides completely and compares them with `ring`.

```lean
/-- If `A + B` and `A - B` are invertible, the response splits into a part from the sums of the
two components, governed by `A + B`, and a part from their differences, governed by `A - B`. -/
theorem linearResponse_decouples (A B : Matrix n n ℝ) (hp : IsUnit (A + B))
    (hm : IsUnit (A - B)) (f g f' g' : n → ℝ) :
    linearResponse A B (Sum.elim f g) (Sum.elim f' g') =
      (1 / 2) * ((f + g) ⬝ᵥ ((A + B)⁻¹ *ᵥ (f' + g'))) +
      (1 / 2) * ((f - g) ⬝ᵥ ((A - B)⁻¹ *ᵥ (f' - g'))) := by
  have hdot : ∀ x y : n → ℝ, Sum.elim f g ⬝ᵥ Sum.elim x y = f ⬝ᵥ x + g ⬝ᵥ y := by
    intro x y
    simp [dotProduct, Fintype.sum_sum_type]
  unfold linearResponse
  rw [inv_orbitalHessian A B hp hm]
  unfold orbitalHessian
  rw [fromBlocks_mulVec, hdot]
  simp only [Sum.elim_comp_inl, Sum.elim_comp_inr, Matrix.smul_mulVec, Matrix.add_mulVec,
    Matrix.sub_mulVec, Matrix.mulVec_add, Matrix.mulVec_sub, dotProduct_add, dotProduct_sub,
    add_dotProduct, sub_dotProduct, dotProduct_smul, smul_eq_mul]
  ring
```

## (e) The static polarizability

Let $h$ and $k$ be the dipole vectors for two field directions; $h$ is not the one-electron Hamiltonian here. With $A+B$ and $A-B$ invertible, show that $M$ is invertible and that

$$(h,h)^TM^{-1}(k,k)=2\,h^T(A+B)^{-1}k.$$

Invertibility is (b). In (d) put $f=g=h$ and $f'=g'=k$. The differences vanish, and the sums give $\tfrac12(2h)^T(A+B)^{-1}(2k)$, which is the claim.

The choice $k=h$ gives a diagonal component of the polarizability, and $k\ne h$ allows for the off-diagonal ones. Symmetry of $A$ and $B$ is not assumed. In a Hartree–Fock calculation with real orbitals and a static electric field, one linear system of size $N$ per field direction therefore suffices.

```lean
/-- If `A + B` and `A - B` are invertible, so is the orbital Hessian, and the static response
between real perturbations `(h, h)` and `(k, k)` is `2 hᵀ (A + B)⁻¹ k`. -/
theorem static_polarizability_reduction (A B : Matrix n n ℝ) (hp : IsUnit (A + B))
    (hm : IsUnit (A - B)) :
    IsUnit (orbitalHessian A B) ∧ ∀ h k : n → ℝ,
      linearResponse A B (Sum.elim h h) (Sum.elim k k) = 2 * (h ⬝ᵥ ((A + B)⁻¹ *ᵥ k)) := by
  refine ⟨(isUnit_orbitalHessian_iff A B).mpr ⟨hp, hm⟩, fun h k => ?_⟩
  rw [linearResponse_decouples A B hp hm]
  simp only [sub_self, Matrix.mulVec_zero, dotProduct_zero, Matrix.mulVec_add,
    add_dotProduct, dotProduct_add]
  ring
```

In the smallest case, $N=1$, $A=a$ and $B=b$ are numbers. For $a\ne\pm b$,

$$(h,h)\,\frac{1}{a^2-b^2}\begin{pmatrix}a&-b\\-b&a\end{pmatrix}\begin{pmatrix}h\\h\end{pmatrix}=\frac{2h^2(a-b)}{a^2-b^2}=\frac{2h^2}{a+b}.$$

At $b=0$, with $a$ equal to the orbital energy gap, this is the uncoupled second-order result. For a single pair of spin orbitals Hartree–Fock theory always gives $b=0$, because the direct and exchange integrals in $B$ cancel. A nonzero $b$ can arise when one doubly occupied and one virtual spatial orbital are treated as a single spin-singlet pair.

## (f) Perturbations with opposite components

To first order, a static magnetic field couples to the orbital motion of the electrons through matrix elements that are imaginary for real orbitals; its coupling to the electron spin is left aside here. With the factor $i$ taken out, the perturbation has the form $(h,-h)$. Show that, for $A+B$ and $A-B$ invertible,

$$(h,-h)^TM^{-1}(k,-k)=2\,h^T(A-B)^{-1}k.$$

In (d) put $g=-h$ and $g'=-k$, with $f=h$ and $f'=k$. Now the sums vanish and the differences are $2h$ and $2k$, which leaves $\tfrac12(2h)^T(A-B)^{-1}(2k)$.

The Lean proofs of (e) and (f) are the same substitution into `linearResponse_decouples`, followed by simplification.

```lean
/-- If `A + B` and `A - B` are invertible, the static response between perturbations `(h, -h)`
and `(k, -k)` with opposite components is `2 hᵀ (A - B)⁻¹ k`. -/
theorem imaginary_perturbation_reduction (A B : Matrix n n ℝ) (hp : IsUnit (A + B))
    (hm : IsUnit (A - B)) (h k : n → ℝ) :
    linearResponse A B (Sum.elim h (-h)) (Sum.elim k (-k)) =
      2 * (h ⬝ᵥ ((A - B)⁻¹ *ᵥ k)) := by
  rw [linearResponse_decouples A B hp hm]
  simp only [add_neg_cancel, sub_neg_eq_add, Matrix.mulVec_zero, dotProduct_zero,
    Matrix.mulVec_add, add_dotProduct, dotProduct_add]
  ring
```

## (g) A lower bound from any trial vector

Let $A$ and $B$ also be symmetric, and let $x^T(A+B)x\ge0$ for all $x$; this says that the Hartree–Fock energy does not decrease to second order under real orbital rotations. Show that

$$(h,h)^TM^{-1}(h,h)=\max_{x\in\mathbb R^N}\big[4\,h^Tx-2\,x^T(A+B)x\big].$$

Write $C=A+B$, $y=C^{-1}h$ and $F(x)=4h^Tx-2x^TCx$. By (e) the left side is $2h^Ty$. It is attained at $x=y$, since $Cy=h$ gives

$$F(y)=4h^Ty-2y^Th=2h^Ty.$$

For any $x$, symmetry gives $y^TCx=(Cy)^Tx=h^Tx$, so

$$0\le(x-y)^TC(x-y)=x^TCx-2h^Tx+h^Ty.$$

Twice the right side is $2h^Ty-F(x)$, hence $F(x)\le2h^Ty$.

`IsGreatest` says that the response is one of the values of $F$ and that no value exceeds it. The two branches after `constructor` prove these in turn: `hy` is $Cy=h$, `hsym` is the symmetry step, and `h0` is the expanded square. An incompletely converged amplitude vector $x$ thus yields, through $F(x)$, a lower bound on the diagonal polarizability belonging to the given $A$ and $B$.

```lean
/-- For symmetric `A` and `B` with `A + B` and `A - B` invertible and `A + B` positive
semidefinite, the static response to `(h, h)` is the maximum of `4 h·x - 2 x·(A + B)x` over all
trial vectors `x`. -/
theorem polarizability_variational (A B : Matrix n n ℝ) (hA : A.IsSymm) (hB : B.IsSymm)
    (hp : IsUnit (A + B)) (hm : IsUnit (A - B))
    (hpos : ∀ x : n → ℝ, 0 ≤ x ⬝ᵥ ((A + B) *ᵥ x)) (h : n → ℝ) :
    IsGreatest (Set.range fun x : n → ℝ => 4 * (h ⬝ᵥ x) - 2 * (x ⬝ᵥ ((A + B) *ᵥ x)))
      (linearResponse A B (Sum.elim h h) (Sum.elim h h)) := by
  have hC : (A + B)ᵀ = A + B := by rw [Matrix.transpose_add, hA.eq, hB.eq]
  -- the exact response vector solves the reduced equation
  have hy : (A + B) *ᵥ ((A + B)⁻¹ *ᵥ h) = h := by
    rw [Matrix.mulVec_mulVec,
      Matrix.mul_nonsing_inv _ ((Matrix.isUnit_iff_isUnit_det _).mp hp), Matrix.one_mulVec]
  rw [(static_polarizability_reduction A B hp hm).2 h h]
  generalize (A + B)⁻¹ *ᵥ h = y at *
  constructor
  · refine ⟨y, ?_⟩
    dsimp only
    rw [hy, dotProduct_comm y h]
    ring
  · rintro _ ⟨x, rfl⟩
    dsimp only
    have hsym : y ⬝ᵥ ((A + B) *ᵥ x) = h ⬝ᵥ x := by
      rw [Matrix.dotProduct_mulVec, ← Matrix.mulVec_transpose, hC, hy]
    -- complete the square around the exact response vector
    have h0 := hpos (x - y)
    rw [Matrix.mulVec_sub, hy, sub_dotProduct, dotProduct_sub, dotProduct_sub, hsym] at h0
    have h1 := dotProduct_comm x h
    have h2 := dotProduct_comm y h
    linarith

end

end StaticCoupledPerturbedHartreeFock
```

```lean
#print axioms StaticCoupledPerturbedHartreeFock.imaginary_perturbation_reduction
#print axioms StaticCoupledPerturbedHartreeFock.polarizability_variational
```

```
'StaticCoupledPerturbedHartreeFock.imaginary_perturbation_reduction' depends on axioms: [propext, Classical.choice, Quot.sound]
'StaticCoupledPerturbedHartreeFock.polarizability_variational' depends on axioms: [propext, Classical.choice, Quot.sound]
```
